# Spin-charge response in the random phase approximation: the difference of the bare spin-up and spin-down density responses over \(1-v(a+b)\)

## Question

When I compute the linear response of a spin-polarised electron gas in the random phase approximation (RPA), I first get two numbers at each wavevector and frequency: the bare density responses \(a\) of the spin-up and \(b\) of the spin-down electrons. I then put them into a 2 by 2 matrix with the Coulomb interaction \(v\), invert it, and read off how the charge and the magnetisation react to an ordinary electric potential:

\[
X=\left[\begin{pmatrix}1/a&0\\0&1/b\end{pmatrix}-v\begin{pmatrix}1&1\\1&1\end{pmatrix}\right]^{-1}.
\]

With \(c=(1,1)\) for charge and \(s=(1,-1)\) for spin, I believe that

\[
\langle c,Xc\rangle=\frac{a+b}{1-v(a+b)},\qquad
\langle s,Xc\rangle=\frac{a-b}{1-v(a+b)},
\]

provided that \(a\) and \(b\) are nonzero and \(v(a+b)\neq1\). I would like to see this made rigorous, including the existence of the inverse, and checked by machine. Can it be done in Lean?

## Answer

Yes. Both formulas hold under your conditions, for complex as well as real \(a\), \(b\) and \(v\), and the inverse exists exactly when \(v(a+b)\neq1\). The argument works for any finite number of components, so I give it that way and set the number to two at the end.

### From the self-consistent field to the screened response

Let component \(i\) have bare response \(a_i\neq0\), and let \(t_i\) be the external potential acting on it, taken as the potential energy of one electron. Write \(n_i\) for the induced density and \(N=\sum_j n_j\) for its total. Each component responds with its bare response to the external potential plus the field of the total induced density:

\[
n_i=a_i\,(t_i+vN).
\]

Dividing by \(a_i\) gives \(n_i/a_i-vN=t_i\). This is the matrix equation \(Rn=t\) with \(R_{ij}=\delta_{ij}/a_i-v\), so your \(X\) is \(R^{-1}\).

Let \(A=\sum_i a_i\) and \(D=1-vA\), and suppose \(D\neq0\). Summing the first equation over \(i\) gives

\[
N=\sum_j a_jt_j+vAN,\qquad\text{so}\qquad N=\frac1D\sum_j a_jt_j .
\]

Putting \(N\) back, we find

\[
n_i=a_it_i+\frac vD\,a_i\sum_j a_jt_j ,
\]

and the candidate for the inverse is therefore

\[
\chi_{ij}=a_i\delta_{ij}+\frac vD\,a_ia_j .
\]

To confirm it, first add up column \(j\):

\[
\sum_k\chi_{kj}=a_j+\frac{vA}{D}a_j=\frac{D+vA}{D}\,a_j=\frac{a_j}{D}.
\]

Then multiply by \(R\):

\[
(R\chi)_{ij}=\frac{\chi_{ij}}{a_i}-v\sum_k\chi_{kj}
=\delta_{ij}+\frac{v a_j}{D}-\frac{v a_j}{D}=\delta_{ij}.
\]

For square matrices a right inverse is the inverse, so \(R\) is invertible and \(R^{-1}=\chi\).

If instead \(vA=1\), apply \(R\) to the density profile \(a=(a_i)\). Every entry of \(Ra\) equals \(1-vA=0\), while \(a\) itself is not zero. A nonzero density then persists without an external potential, and \(R\) has no inverse. In the electron gas this condition is the zero of the RPA dielectric function, which marks the plasmon.

For weights \(s_i\) and a potential equal to 1 on every component, the response is

\[
\sum_i s_in_i=\sum_i s_ia_i+\frac{vA}{D}\sum_i s_ia_i=\frac{\sum_i s_ia_i}{D}.
\]

With two spins, the weights \((1,1)\) give \((a+b)/D\) and the weights \((1,-1)\) give \((a-b)/D\), where now \(D=1-v(a+b)\). If the potential also has opposite signs on the two spins, the general formula gives the spin-spin response

\[
a+b+\frac{v(a-b)^2}{D}=\frac{a+b-4vab}{1-v(a+b)} .
\]

The last expression also guards against a plausible slip. Since the interaction acts only on the total density, one may conclude that the spin-spin response is unscreened and equal to \(a+b\). That is right for \(a=b\). When \(a\neq b\), however, a potential with opposite signs on the two spins also induces charge, and the field of that charge acts back on the magnetisation. For \(a=-2\), \(b=-1\), \(v=1\) the response is \(-11/4\), not \(-3\).

### The Lean file

```lean
import Mathlib

open Matrix

namespace SpinChargeResponse

noncomputable section

variable {ι : Type*} [Fintype ι] [DecidableEq ι]

/-- The inverse response matrix: inverse bare responses `1 / a i` on the diagonal,
minus the same interaction `v` between every pair of spin components. -/
def inverseResponse (a : ι → ℂ) (v : ℂ) : Matrix ι ι ℂ :=
  Matrix.diagonal (fun i => (a i)⁻¹) - Matrix.of (fun _ _ => v)

/-- The response of the density weighted by `s` to a potential with profile `t`
over the spin components. -/
def crossResponse (a : ι → ℂ) (v : ℂ) (s t : ι → ℂ) : ℂ :=
  s ⬝ᵥ ((inverseResponse a v)⁻¹ *ᵥ t)

/-- The bare response plus a separable term in which the total density acts back
on every component. -/
def screened (a : ι → ℂ) (v : ℂ) : Matrix ι ι ℂ :=
  Matrix.diagonal a + Matrix.of (fun i j => v / (1 - v * ∑ k, a k) * a i * a j)

/-- Away from resonance (`v * ∑ a ≠ 1`), the entries of column `j` of the screened matrix add up to
the bare response `a j` divided by `1 - v ∑ a`. -/
theorem screened_column_sum (a : ι → ℂ) (v : ℂ) (hv : v * ∑ k, a k ≠ 1) (j : ι) :
    ∑ k, screened a v k j = a j / (1 - v * ∑ k, a k) := by
  have hD : 1 - v * ∑ k, a k ≠ 0 := sub_ne_zero.mpr (Ne.symm hv)
  simp only [screened, Matrix.add_apply, Matrix.diagonal_apply, Matrix.of_apply,
    Finset.sum_add_distrib, Finset.sum_ite_eq', Finset.mem_univ, if_true,
    ← Finset.sum_mul, ← Finset.mul_sum]
  linear_combination (-a j) * mul_inv_cancel₀ hD

/-- For nonzero bare responses and away from resonance, the screened matrix is a right inverse of
the inverse response matrix. -/
theorem inverseResponse_mul_screened (a : ι → ℂ) (v : ℂ) (ha : ∀ i, a i ≠ 0)
    (hv : v * ∑ k, a k ≠ 1) : inverseResponse a v * screened a v = 1 := by
  ext i j
  -- the interaction sees only the total density, that is, the column sum
  have h : (inverseResponse a v * screened a v) i j
      = (a i)⁻¹ * screened a v i j - v * ∑ k, screened a v k j := by
    rw [inverseResponse, sub_mul, Matrix.sub_apply, Matrix.diagonal_mul,
      Matrix.mul_apply, Finset.mul_sum]
    rfl
  rw [h, screened_column_sum a v hv j]
  rcases eq_or_ne i j with rfl | hij
  · simp only [screened, Matrix.add_apply, Matrix.diagonal_apply_eq, Matrix.of_apply,
      Matrix.one_apply_eq]
    linear_combination (1 + v / (1 - v * ∑ k, a k) * a i) * inv_mul_cancel₀ (ha i)
  · simp only [screened, Matrix.add_apply, Matrix.diagonal_apply_ne _ hij,
      Matrix.of_apply, Matrix.one_apply_ne hij]
    linear_combination (v / (1 - v * ∑ k, a k) * a j) * inv_mul_cancel₀ (ha i)

/-- A density distributed over the components like the bare responses requires
the uniform potential `1 - v ∑ a`. -/
theorem inverseResponse_mulVec (a : ι → ℂ) (v : ℂ) (ha : ∀ i, a i ≠ 0) :
    inverseResponse a v *ᵥ a = fun _ => 1 - v * ∑ k, a k := by
  ext i
  rw [inverseResponse, Matrix.sub_mulVec, Pi.sub_apply, Matrix.mulVec_diagonal,
    inv_mul_cancel₀ (ha i)]
  simp only [Matrix.mulVec, dotProduct, Matrix.of_apply, Finset.mul_sum]

/-- For nonzero bare responses, the inverse response matrix is invertible exactly when the
interaction times the total bare response differs from one. -/
theorem isUnit_inverseResponse_iff (a : ι → ℂ) (v : ℂ) (ha : ∀ i, a i ≠ 0) :
    IsUnit (inverseResponse a v) ↔ v * ∑ k, a k ≠ 1 := by
  constructor
  · intro h hv
    -- at resonance the profile `a` needs no external potential
    have h0 : inverseResponse a v *ᵥ a = 0 := by
      rw [inverseResponse_mulVec a v ha]
      ext i
      simp [hv]
    have hd := (Matrix.isUnit_iff_isUnit_det _).mp h
    have hz : a = 0 := by
      calc a = ((inverseResponse a v)⁻¹ * inverseResponse a v) *ᵥ a := by
            rw [Matrix.nonsing_inv_mul _ hd, Matrix.one_mulVec]
        _ = 0 := by rw [← Matrix.mulVec_mulVec, h0, Matrix.mulVec_zero]
    simp [hz] at hv
  · intro hv
    exact (Matrix.isUnit_iff_isUnit_det _).mpr
      (Matrix.isUnit_det_of_right_inverse (inverseResponse_mul_screened a v ha hv))

/-- For nonzero bare responses and away from resonance, the response of the density weighted by `s`
to a potential with profile `t` is the bare response plus a product of two bare responses joined by
the screened interaction. -/
theorem crossResponse_eq (a : ι → ℂ) (v : ℂ) (ha : ∀ i, a i ≠ 0)
    (hv : v * ∑ k, a k ≠ 1) (s t : ι → ℂ) :
    crossResponse a v s t = ∑ i, s i * (a i * t i)
      + v / (1 - v * ∑ k, a k) * (∑ i, s i * a i) * ∑ j, a j * t j := by
  have h : screened a v *ᵥ t = fun i =>
      a i * t i + v / (1 - v * ∑ k, a k) * a i * ∑ j, a j * t j := by
    ext i
    rw [screened, Matrix.add_mulVec, Pi.add_apply, Matrix.mulVec_diagonal]
    simp only [Matrix.mulVec, dotProduct, Matrix.of_apply, Finset.mul_sum, mul_assoc]
  have key : ∀ w T : ℂ, ∑ i, s i * (w * a i * T) = w * (∑ i, s i * a i) * T := by
    intro w T
    rw [Finset.mul_sum, Finset.sum_mul]
    exact Finset.sum_congr rfl fun i _ => by ring
  unfold crossResponse
  rw [Matrix.inv_eq_right_inv (inverseResponse_mul_screened a v ha hv), h]
  simp only [dotProduct, mul_add, Finset.sum_add_distrib]
  rw [key]

/-- For nonzero bare responses and away from resonance, the response matrix exists, and any weighted
density responds to a spin-independent potential with its bare response divided by `1 - v ∑ a`. -/
theorem response_to_uniform_potential (a : ι → ℂ) (v : ℂ) (ha : ∀ i, a i ≠ 0)
    (hv : v * ∑ k, a k ≠ 1) :
    IsUnit (inverseResponse a v) ∧ ∀ s : ι → ℂ,
      crossResponse a v s (fun _ => 1) = (∑ i, s i * a i) / (1 - v * ∑ k, a k) := by
  refine ⟨(isUnit_inverseResponse_iff a v ha).mpr hv, fun s => ?_⟩
  have hD : 1 - v * ∑ k, a k ≠ 0 := sub_ne_zero.mpr (Ne.symm hv)
  rw [crossResponse_eq a v ha hv]
  simp only [mul_one]
  linear_combination (-(∑ i, s i * a i)) * mul_inv_cancel₀ hD

/-- Equal weights on spin up and spin down: the charge channel. -/
def charge : Fin 2 → ℂ := fun _ => 1

/-- Opposite weights on spin up and spin down: the spin channel. -/
def spin : Fin 2 → ℂ := ![1, -1]

/-- For two spin components with nonzero bare responses `a` and `b`, the response matrix exists away
from resonance, with the stated charge-charge, spin-charge and spin-spin responses. -/
theorem spin_charge_response (a b v : ℂ) (ha : a ≠ 0) (hb : b ≠ 0)
    (hv : v * (a + b) ≠ 1) :
    IsUnit (inverseResponse ![a, b] v) ∧
    crossResponse ![a, b] v charge charge = (a + b) / (1 - v * (a + b)) ∧
    crossResponse ![a, b] v spin charge = (a - b) / (1 - v * (a + b)) ∧
    crossResponse ![a, b] v spin spin
      = (a + b - 4 * v * a * b) / (1 - v * (a + b)) := by
  have hab : ∀ i, (![a, b] : Fin 2 → ℂ) i ≠ 0 := by
    intro i
    fin_cases i <;> simp [ha, hb]
  have hs : v * ∑ k, (![a, b] : Fin 2 → ℂ) k ≠ 1 := by
    simpa [Fin.sum_univ_two] using hv
  have hD : 1 - v * (a + b) ≠ 0 := sub_ne_zero.mpr (Ne.symm hv)
  have h := response_to_uniform_potential ![a, b] v hab hs
  refine ⟨h.1, (h.2 charge).trans ?_, (h.2 spin).trans ?_, ?_⟩
  · simp [Fin.sum_univ_two, charge]
  · simp [Fin.sum_univ_two, spin, sub_eq_add_neg]
  · rw [crossResponse_eq _ v hab hs]
    simp only [Fin.sum_univ_two, spin, Matrix.cons_val_zero, Matrix.cons_val_one]
    linear_combination (-(a + b)) * mul_inv_cancel₀ hD

/-- Away from resonance, a spin-independent potential induces no spin density exactly when the two
bare spin responses, both assumed nonzero, are equal. -/
theorem spin_charge_decouple_iff (a b v : ℂ) (ha : a ≠ 0) (hb : b ≠ 0)
    (hv : v * (a + b) ≠ 1) :
    crossResponse ![a, b] v spin charge = 0 ↔ a = b := by
  have hD : 1 - v * (a + b) ≠ 0 := sub_ne_zero.mpr (Ne.symm hv)
  rw [(spin_charge_response a b v ha hb hv).2.2.1, div_eq_zero_iff,
    or_iff_left hD, sub_eq_zero]

end

end SpinChargeResponse
```

```lean
#print axioms SpinChargeResponse.spin_charge_response
#print axioms SpinChargeResponse.spin_charge_decouple_iff
```

```
'SpinChargeResponse.spin_charge_response' depends on axioms: [propext, Classical.choice, Quot.sound]
'SpinChargeResponse.spin_charge_decouple_iff' depends on axioms: [propext, Classical.choice, Quot.sound]
```

### What the theorems say about the electron gas

The index type `ι` is the finite set of spin components, and `a : ι → ℂ` lists their bare responses. Complex values are needed because a response at finite frequency generally has an imaginary part; real numbers are included. The definitions translate as follows.

- `inverseResponse a v` is \(R\). The same `v` stands in every entry, including the diagonal, so electrons of equal and of opposite spin interact alike.
- `crossResponse a v s t` is \(\sum_{ij}s_i(R^{-1})_{ij}t_j\): the density weighted by `s` that a potential with profile `t` induces. The pairing is bilinear, with no complex conjugation of `s`. For the real vectors `charge` and `spin` this agrees with your inner product.
- `screened a v` is the explicit matrix \(\chi\).
- In `![a, b]`, the first entry belongs to spin up and the second to spin down. `charge` is \((1,1)\) and `spin` is \((1,-1)\), without factors of \(1/\sqrt2\) or \(1/2\).

The sign convention is that of \(n_i=a_i(t_i+vN)\). A repulsive interaction is a positive \(v\), and a static bare response of the electron gas is negative, so the denominator then exceeds 1 and screening reduces the response.

`spin_charge_response` is the answer to your question. For nonzero `a` and `b` with `v * (a + b) ≠ 1`, it states that the matrix is invertible and gives the charge-charge, spin-charge and spin-spin responses. `spin_charge_decouple_iff` adds that, under the same hypotheses, an ordinary potential induces no magnetisation exactly when \(a=b\). This compares the responses at the chosen wavevector and frequency, not the spin populations. `response_to_uniform_potential` is the version for any finite number of components, and `isUnit_inverseResponse_iff` gives the exact condition for invertibility.

The hypothesis `hv` keeps the system away from the self-sustained mode. Without it the theorem is false: take \(a=b=1\) and \(v=1/2\). Then

\[
R=\frac12\begin{pmatrix}1&-1\\-1&1\end{pmatrix},\qquad R\begin{pmatrix}1\\1\end{pmatrix}=0,
\]

and there is no response matrix. Lean would still accept the three response equations here, as \(0=0\), because it assigns the value zero both to the inverse of a singular matrix and to division by zero. This is why `IsUnit (inverseResponse ![a, b] v)` is part of the conclusion.

The hypotheses `ha` and `hb` say that both spin species can be polarised by a potential. They exclude the fully polarised gas, where the minority spin has zero bare response, which has no reciprocal.

The model has one scalar interaction and one number per spin, as in the RPA for a homogeneous gas with collinear spins at a fixed wavevector and frequency. The bare responses are inputs; they are not computed from a Hamiltonian. An exchange-correlation kernel that differs between equal and opposite spins would need a different matrix, and transverse spin response is not described. Within these limits, the formulas can serve as a reference for the matrix inversion in a spin-resolved RPA code.

### How the proof follows the algebra

`screened_column_sum` is the column sum \(a_j/D\). After `simp only` has separated the diagonal and the product term, `linear_combination` closes the goal with the single relation \(D\,D^{-1}=1\).

`inverseResponse_mul_screened` is the check \(R\chi=1\), entry by entry. Its intermediate statement `h` writes the product as \(\chi_{ij}/a_i-v\sum_k\chi_{kj}\), and the column sum is then inserted. The proof splits into \(i=j\) and \(i\neq j\), which are the two values of \(\delta_{ij}\). In each case the remaining algebra uses only \(a_i^{-1}a_i=1\).

`inverseResponse_mulVec` computes \(Ra\) for nonzero bare responses and finds \(1-vA\) in every entry. It does not assume that \(D\) is nonzero, so it is available at resonance.

`isUnit_inverseResponse_iff` joins the two halves. In the forward direction, suppose that \(R\) is invertible and \(vA=1\). Then \(Ra=0\), and multiplying by \(R^{-1}\) gives \(a=0\). The sum \(A\) would then vanish, contradicting \(vA=1\). In the backward direction, the right inverse \(\chi\) makes the determinant invertible.

`crossResponse_eq` replaces \(R^{-1}\) by \(\chi\) through `Matrix.inv_eq_right_inv`. Its local statement `h` is the formula for \(n_i\) under a general potential, and `key` takes the common factors out of the sum over \(i\). The result is

\[
\sum_i s_ia_it_i+\frac vD\Big(\sum_i s_ia_i\Big)\Big(\sum_j a_jt_j\Big).
\]

`response_to_uniform_potential` sets \(t_i=1\) and combines the two terms, again with \(D\,D^{-1}=1\).

For two spins, `spin_charge_response` first carries the hypotheses on `a`, `b` and `v` over to the vector `![a, b]`. The charge-charge and spin-charge formulas follow from the uniform-potential theorem by writing out sums of two terms. The spin-spin formula comes from `crossResponse_eq`, since its potential is not uniform. Finally, `spin_charge_decouple_iff` uses the fact that a fraction with nonzero denominator vanishes exactly when its numerator \(a-b\) does.
